# A pure state is stationary under a finite-dimensional Lindblad generator exactly when it is an eigenvector of every jump operator and of $iH+\tfrac12\sum_k L_k^*L_k$

I write a pure state as the matrix $vv^*$, with $v$ a unit vector in $\mathbb C^n$, and I let the Lindblad generator $G$ act on all complex $n\times n$ matrices, not just on density matrices. "Stationary" then means the matrix equation $G(vv^*)=0$.

For a Hermitian Hamiltonian $H$ and finitely many jump operators $L_k$, I believe this equation holds if and only if $v$ is an eigenvector of every $L_k$ and of $K=iH+\frac12\sum_k L_k^*L_k$. I also know dark states as energy eigenstates that every jump operator annihilates, and I would like to see how the two descriptions fit together. Can this be derived step by step and checked by machine?

## Gain and loss for a pure state

Yes. Set $\hbar=1$ and absorb the decay rates into the $L_k$. The generator is

$$G(\rho)=-i(H\rho-\rho H)+\sum_k\Big(L_k\rho L_k^*-\tfrac12(L_k^*L_k\rho+\rho L_k^*L_k)\Big).$$

Let $S=\sum_k L_k^*L_k$, so that $K=iH+\frac12S$. Since $H$ is Hermitian, $K^*=-iH+\frac12S$, and therefore

$$K\rho+\rho K^*=i(H\rho-\rho H)+\tfrac12(S\rho+\rho S).$$

The generator is thus a gain minus a loss:

$$G(\rho)=\sum_k L_k\rho L_k^*-K\rho-\rho K^*.$$

Write $\langle a,b\rangle=a^*b$. For matrices $A,B$ and any vector $x$, $(A\,vv^*B^*)x=\langle Bv,x\rangle Av$. Applied to each term, this gives

$$G(vv^*)x=\sum_k\langle L_kv,x\rangle L_kv-\langle v,x\rangle Kv-\langle Kv,x\rangle v.\tag{1}$$

Moreover $K+K^*=S$, so

$$\langle v,Kv\rangle+\langle Kv,v\rangle=\langle v,Sv\rangle=\sum_k\|L_kv\|^2.\tag{2}$$

This is a probability balance: the rate at which the no-jump evolution $\dot\psi=-K\psi$ loses squared norm $\|\psi\|^2$ at the unit vector $\psi=v$ equals the total jump rate.

**Stationarity implies the eigenvector conditions.** Suppose $G(vv^*)=0$. Fix $j$ and let

$$w=L_jv-\langle v,L_jv\rangle v,$$

the part of $L_jv$ orthogonal to $v$. Because $\langle v,v\rangle=1$, we have $\langle v,w\rangle=0$. Put $x=w$ in (1) and take the inner product with $w$. The first loss term contains $\langle v,w\rangle$ and the second contains $\langle w,v\rangle$, so both vanish, leaving

$$0=\sum_k|\langle w,L_kv\rangle|^2.$$

Every term is non-negative, so every term is zero. The term $k=j$ gives $\langle w,L_jv\rangle=0$, hence

$$\langle w,w\rangle=\langle w,L_jv\rangle-\langle v,L_jv\rangle\langle w,v\rangle=0.$$

So $w=0$ and $L_jv=c_jv$ with $c_j=\langle v,L_jv\rangle$. This holds for every $j$. Now put $x=v$ in (1) and solve for $Kv$:

$$Kv=\Big(\sum_k|c_k|^2-\langle Kv,v\rangle\Big)v.$$

**The eigenvector conditions imply stationarity.** Suppose $L_kv=c_kv$ for all $k$ and $Kv=\mu v$. Equation (2) becomes $\mu+\bar\mu=\sum_k|c_k|^2$, and (1) becomes

$$G(vv^*)x=\Big(\sum_k|c_k|^2-\mu-\bar\mu\Big)\langle v,x\rangle v=0$$

for every $x$. Hence $G(vv^*)=0$.

## States that every jump operator annihilates

If $L_kv=0$ for all $k$, then $Sv=0$ and $Kv=iHv$. Stationarity is then equivalent to $iHv=\mu v$ for some $\mu$. By (2), $\mu+\bar\mu=0$, so $\mu=iE$ with $E$ real, and $Hv=Ev$. Conversely, $Hv=Ev$ gives $Kv=iEv$. This is your second description: it is the case in which all the jump eigenvalues $c_k$ are zero.

When some $c_k$ is non-zero, $v$ need not be an eigenvector of $H$. Take

$$H=\begin{pmatrix}0&-i/2\\ i/2&0\end{pmatrix},\qquad L=\begin{pmatrix}1&1\\0&0\end{pmatrix},\qquad v=\begin{pmatrix}1\\0\end{pmatrix}.$$

Then $Lv=v$, and

$$K=\begin{pmatrix}0&1/2\\-1/2&0\end{pmatrix}+\begin{pmatrix}1/2&1/2\\1/2&1/2\end{pmatrix}=\begin{pmatrix}1/2&1\\0&1/2\end{pmatrix},$$

so $Kv=\frac12v$ and the state is stationary, although $Hv=(0,i/2)^T$ is not a multiple of $v$. With $H$ removed,

$$G(vv^*)=\begin{pmatrix}0&-1/2\\-1/2&0\end{pmatrix}\neq0,$$

even though $v$ is trivially an eigenvector of the zero Hamiltonian. The Hamiltonian compensates a drift caused by the dissipator, so "eigenvector of $K$" cannot be replaced by "eigenvector of $H$" in the criterion.

## How the Lean statement encodes the physics

The finite type `n` labels the basis states and the finite type `κ` labels the jump channels; `κ` may be empty, which leaves purely Hamiltonian dynamics. The definitions `generator`, `noJump` and `pureState` are $G$, $K$ and $vv^*$. The expression `star v ⬝ᵥ w` is $\langle v,w\rangle$, conjugate-linear in the first slot, `*ᵥ` applies a matrix to a vector, and `ᴴ` is the adjoint.

The main theorem, `stationary_pure_iff`, has two hypotheses. `hH` says that $H$ is Hermitian, as an energy observable must be. `hv` says that $v$ is normalised, so that the total probability is one. The jump operators are arbitrary. The conclusion reads: the generator sends $vv^*$ to zero if and only if each `L k *ᵥ v` is a complex multiple of `v` and `noJump H L *ᵥ v` is too. Since $v$ is non-zero, these are eigenvector conditions, with eigenvalue zero allowed.

`dark_state_iff` adds the hypothesis `hL`, that every jump operator annihilates $v$, and concludes with a real energy `E`. `compensated_qubit` states three facts about the example: stationarity with $H$, failure of the eigenvector equation for $H$ for every complex `E`, and non-stationarity without $H$.

The model is finite-dimensional and Markovian, with time-independent operators. The time evolution itself does not appear, and nothing is said about mixed stationary states, uniqueness or convergence towards $vv^*$. Within this model, the criterion lets one check whether a candidate target of dissipative state preparation is stationary by applying operators to a vector, without forming the $n\times n$ matrix $G(vv^*)$.

```lean
import Mathlib

open Matrix Complex
open scoped ComplexOrder

namespace LindbladDarkStates

noncomputable section

variable {n κ : Type*} [Fintype n] [Fintype κ]

/-- The Lindblad generator with Hamiltonian `H` and jump operators `L k`, applied to `ρ`. -/
def generator (H : Matrix n n ℂ) (L : κ → Matrix n n ℂ) (ρ : Matrix n n ℂ) : Matrix n n ℂ :=
  (-I) • (H * ρ - ρ * H) +
    ∑ k, (L k * ρ * (L k)ᴴ - (1 / 2 : ℂ) • ((L k)ᴴ * L k * ρ + ρ * ((L k)ᴴ * L k)))

/-- The no-jump operator `K = iH + (1/2) ∑ L_k* L_k`. -/
def noJump (H : Matrix n n ℂ) (L : κ → Matrix n n ℂ) : Matrix n n ℂ :=
  I • H + (1 / 2 : ℂ) • ∑ k, (L k)ᴴ * L k

/-- The rank-one operator `v v*` of a state vector `v`. -/
def pureState (v : n → ℂ) : Matrix n n ℂ := vecMulVec v (star v)

/-- A sum of operators acts on a vector term by term. -/
theorem sum_act (A : κ → Matrix n n ℂ) (x : n → ℂ) :
    (∑ k, A k) *ᵥ x = ∑ k, A k *ᵥ x :=
  map_sum (AddMonoidHom.mk' (fun B : Matrix n n ℂ => B *ᵥ x)
    (fun B C => Matrix.add_mulVec B C x)) A Finset.univ

/-- The dot product (without conjugation) with a finite sum of vectors is the sum of the dot
products. -/
theorem overlap_sum (u : n → ℂ) (f : κ → n → ℂ) :
    u ⬝ᵥ (∑ k, f k) = ∑ k, u ⬝ᵥ f k :=
  map_sum (AddMonoidHom.mk' (fun y : n → ℂ => u ⬝ᵥ y) (dotProduct_add u)) f Finset.univ

/-- For Hermitian `H` the adjoint of the no-jump operator is `-iH + (1/2) ∑ L_k* L_k`. -/
theorem noJump_adjoint {H : Matrix n n ℂ} (hH : H.IsHermitian) (L : κ → Matrix n n ℂ) :
    (noJump H L)ᴴ = (-I) • H + (1 / 2 : ℂ) • ∑ k, (L k)ᴴ * L k := by
  simp [noJump, Matrix.conjTranspose_add, Matrix.conjTranspose_smul,
    Matrix.conjTranspose_sum, Matrix.conjTranspose_mul, hH.eq]

/-- The generator is the gain `∑ L_k ρ L_k*` minus the loss `K ρ + ρ K*`. -/
theorem generator_eq {H : Matrix n n ℂ} (hH : H.IsHermitian) (L : κ → Matrix n n ℂ)
    (ρ : Matrix n n ℂ) :
    generator H L ρ = ∑ k, L k * ρ * (L k)ᴴ - noJump H L * ρ - ρ * (noJump H L)ᴴ := by
  rw [noJump_adjoint hH]
  simp only [generator, noJump, Finset.sum_sub_distrib, ← Finset.smul_sum,
    Finset.sum_add_distrib, ← Finset.sum_mul, ← Finset.mul_sum, add_mul, mul_add,
    smul_mul_assoc, mul_smul_comm]
  module

/-- The action of `G(v v*)` on a vector `x`, written with the vectors `L_k v`, `K v` and `v`. -/
theorem generator_pure_act {H : Matrix n n ℂ} (hH : H.IsHermitian) (L : κ → Matrix n n ℂ)
    (v x : n → ℂ) :
    generator H L (pureState v) *ᵥ x =
      ∑ k, (star (L k *ᵥ v) ⬝ᵥ x) • (L k *ᵥ v) - (star v ⬝ᵥ x) • (noJump H L *ᵥ v)
        - (star (noJump H L *ᵥ v) ⬝ᵥ x) • v := by
  have r1 (a b : n → ℂ) : vecMulVec a b *ᵥ x = (b ⬝ᵥ x) • a := by
    ext i
    simp only [Matrix.mulVec, dotProduct, Matrix.vecMulVec_apply, Pi.smul_apply,
      smul_eq_mul, Finset.sum_mul]
    exact Finset.sum_congr rfl fun j _ => by ring
  rw [generator_eq hH, Matrix.sub_mulVec, Matrix.sub_mulVec, sum_act]
  simp only [pureState, Matrix.mul_vecMulVec, Matrix.vecMulVec_mul, ← Matrix.star_mulVec, r1]

/-- For Hermitian `H`, `⟨v, K v⟩ + ⟨K v, v⟩` equals `∑ ‖L_k v‖²`, which is the total jump rate when
`v` is a unit vector. -/
theorem jump_balance {H : Matrix n n ℂ} (hH : H.IsHermitian) (L : κ → Matrix n n ℂ)
    (v : n → ℂ) :
    star v ⬝ᵥ (noJump H L *ᵥ v) + star (noJump H L *ᵥ v) ⬝ᵥ v =
      ∑ k, star (L k *ᵥ v) ⬝ᵥ (L k *ᵥ v) := by
  have h (A : Matrix n n ℂ) (w : n → ℂ) :
      star (A *ᵥ v) ⬝ᵥ w = star v ⬝ᵥ (Aᴴ *ᵥ w) := by
    rw [Matrix.star_mulVec, Matrix.dotProduct_mulVec]
  have hs : noJump H L + (noJump H L)ᴴ = ∑ k, (L k)ᴴ * L k := by
    rw [noJump_adjoint hH, noJump]
    module
  simp only [h, Matrix.mulVec_mulVec]
  rw [← dotProduct_add, ← Matrix.add_mulVec, hs, sum_act, overlap_sum]

/-- A pure state `v v*` is stationary under Lindblad dynamics if and only if `v` is an
eigenvector of every jump operator and of `iH + (1/2) ∑ L_k* L_k`. -/
theorem stationary_pure_iff {H : Matrix n n ℂ} (hH : H.IsHermitian) (L : κ → Matrix n n ℂ)
    {v : n → ℂ} (hv : star v ⬝ᵥ v = 1) :
    generator H L (pureState v) = 0 ↔
      (∀ k, ∃ c : ℂ, L k *ᵥ v = c • v) ∧ ∃ μ : ℂ, noJump H L *ᵥ v = μ • v := by
  constructor
  · intro h
    have hjump : ∀ j, ∃ c : ℂ, L j *ᵥ v = c • v := by
      intro j
      -- `w` is the part of `L j v` orthogonal to `v`
      obtain ⟨w, hw⟩ : ∃ w, w = L j *ᵥ v - (star v ⬝ᵥ (L j *ᵥ v)) • v := ⟨_, rfl⟩
      have hvw : star v ⬝ᵥ w = 0 := by
        rw [hw, dotProduct_sub, dotProduct_smul, hv, smul_eq_mul, mul_one, sub_self]
      have hwv : star w ⬝ᵥ v = 0 := by
        rw [Matrix.star_dotProduct, hvw, star_zero]
      -- the expectation of `G(v v*)` in `w` is a sum of squares
      have hs : ∑ k, (star (L k *ᵥ v) ⬝ᵥ w) * (star w ⬝ᵥ (L k *ᵥ v)) = 0 := by
        have e := congrArg (fun y => star w ⬝ᵥ y) (generator_pure_act hH L v w)
        simp only [h, Matrix.zero_mulVec, dotProduct_zero, dotProduct_sub, overlap_sum,
          dotProduct_smul, hvw, hwv, zero_smul, smul_eq_mul, mul_zero,
          sub_zero] at e
        exact e.symm
      have hr : ((∑ k, normSq (star w ⬝ᵥ (L k *ᵥ v)) : ℝ) : ℂ) = 0 := by
        refine Eq.trans ?_ hs
        rw [Complex.ofReal_sum]
        refine Finset.sum_congr rfl fun k _ => ?_
        rw [Matrix.star_dotProduct (L k *ᵥ v) w, Complex.normSq_eq_conj_mul_self]
        rfl
      have hj : star w ⬝ᵥ (L j *ᵥ v) = 0 := Complex.normSq_eq_zero.1
        ((Finset.sum_eq_zero_iff_of_nonneg (fun k _ => Complex.normSq_nonneg _)).1
          (Complex.ofReal_eq_zero.1 hr) j (Finset.mem_univ j))
      have hww : star w ⬝ᵥ w = 0 := by
        calc star w ⬝ᵥ w = star w ⬝ᵥ (L j *ᵥ v - (star v ⬝ᵥ (L j *ᵥ v)) • v) := by rw [← hw]
          _ = 0 := by rw [dotProduct_sub, dotProduct_smul, hj, hwv, smul_zero, sub_zero]
      have hw0 : w = 0 := dotProduct_star_self_eq_zero.1 hww
      exact ⟨_, sub_eq_zero.1 (hw.symm.trans hw0)⟩
    refine ⟨hjump, ?_⟩
    choose c hc using hjump
    -- apply `G(v v*) = 0` to `v` itself and solve for `K v`
    have e := generator_pure_act hH L v v
    have hs : ∑ k, (star (L k *ᵥ v) ⬝ᵥ v) • (L k *ᵥ v) =
        (∑ k, (star (L k *ᵥ v) ⬝ᵥ v) * c k) • v := by
      rw [Finset.sum_smul]
      exact Finset.sum_congr rfl fun k _ => by rw [mul_smul, ← hc k]
    rw [h, Matrix.zero_mulVec, hv, one_smul, hs] at e
    refine ⟨(∑ k, (star (L k *ᵥ v) ⬝ᵥ v) * c k) - star (noJump H L *ᵥ v) ⬝ᵥ v, ?_⟩
    linear_combination (norm := module) e
  · rintro ⟨hjump, μ, hμ⟩
    choose c hc using hjump
    -- the balance fixes the real part of `μ`
    have b := jump_balance hH L v
    simp only [hc, hμ, star_smul, smul_dotProduct, dotProduct_smul, hv, smul_eq_mul,
      mul_one] at b
    have hx (x : n → ℂ) : generator H L (pureState v) *ᵥ x = 0 := by
      rw [generator_pure_act hH]
      simp only [hc, hμ, star_smul, smul_dotProduct, smul_eq_mul, smul_smul]
      have hs : ∑ k, star (c k) * (star v ⬝ᵥ x) * c k = (μ + star μ) * (star v ⬝ᵥ x) := by
        rw [b, Finset.sum_mul]
        exact Finset.sum_congr rfl fun k _ => by ring
      rw [← Finset.sum_smul, hs]
      module
    classical
    ext i j
    have e := congrFun (hx (Pi.single j 1)) i
    simpa [Matrix.mulVec, dotProduct, Pi.single_apply] using e

/-- If every jump operator annihilates the unit vector `v`, and the Hamiltonian is Hermitian, then
`v v*` is stationary if and only if `v` is an eigenvector of the Hamiltonian with a real energy. -/
theorem dark_state_iff {H : Matrix n n ℂ} (hH : H.IsHermitian) (L : κ → Matrix n n ℂ)
    {v : n → ℂ} (hv : star v ⬝ᵥ v = 1) (hL : ∀ k, L k *ᵥ v = 0) :
    generator H L (pureState v) = 0 ↔ ∃ E : ℝ, H *ᵥ v = (E : ℂ) • v := by
  have hK : noJump H L *ᵥ v = I • (H *ᵥ v) := by
    rw [noJump, Matrix.add_mulVec, Matrix.smul_mulVec, Matrix.smul_mulVec, sum_act]
    simp only [← Matrix.mulVec_mulVec, hL, Matrix.mulVec_zero, Finset.sum_const_zero,
      smul_zero, add_zero]
  rw [stationary_pure_iff hH L hv, hK]
  constructor
  · rintro ⟨_, μ, hμ⟩
    -- without jumps the balance makes `μ` purely imaginary
    have b := jump_balance hH L v
    rw [hK, hμ] at b
    simp only [hL, star_smul, dotProduct_smul, smul_dotProduct, hv, smul_eq_mul, mul_one,
      dotProduct_zero, Finset.sum_const_zero] at b
    have hre : μ.re = 0 := by
      have e := congrArg Complex.re b
      simp at e
      linarith
    refine ⟨μ.im, ?_⟩
    calc H *ᵥ v = (-I) • (I • (H *ᵥ v)) := by rw [smul_smul]; simp
      _ = (μ.im : ℂ) • v := by
        rw [hμ, smul_smul]
        congr 1
        apply Complex.ext <;> simp [hre]
  · rintro ⟨E, hE⟩
    exact ⟨fun k => ⟨0, by simp [hL k]⟩, I * E, by rw [hE, smul_smul]⟩

/-- A qubit with one jump operator whose pure state `(1,0)` is stationary although it is not an
eigenvector of the Hamiltonian; with the Hamiltonian removed it is not stationary. -/
theorem compensated_qubit :
    generator !![0, -I / 2; I / 2, 0] (fun _ : Unit => !![1, 1; 0, 0])
        (pureState ![1, 0]) = 0 ∧
      (¬ ∃ E : ℂ, !![0, -I / 2; I / 2, 0] *ᵥ ![1, 0] = E • ![1, 0]) ∧
      generator 0 (fun _ : Unit => !![1, 1; 0, 0]) (pureState ![1, 0]) ≠ 0 := by
  have hP : pureState ![(1 : ℂ), 0] = !![1, 0; 0, 0] := by
    ext i j
    fin_cases i <;> fin_cases j <;> simp [pureState, Matrix.vecMulVec_apply]
  have hA : (!![1, 1; 0, 0] : Matrix (Fin 2) (Fin 2) ℂ)ᴴ = !![1, 0; 1, 0] := by
    ext i j
    fin_cases i <;> fin_cases j <;> simp [Matrix.conjTranspose_apply]
  rw [hP]
  refine ⟨?_, ?_, ?_⟩
  · ext i j
    fin_cases i <;> fin_cases j <;>
      simp [generator, hA] <;>
      apply Complex.ext <;> simp <;> norm_num
  · rintro ⟨E, h⟩
    have e := congrFun h 1
    simp [Matrix.mulVec, dotProduct, Fin.sum_univ_succ] at e
  · intro h
    have e := congrFun (congrFun h 1) 0
    simp [generator, hA] at e

end

end LindbladDarkStates
```

```lean
#print axioms LindbladDarkStates.stationary_pure_iff
-- 'LindbladDarkStates.stationary_pure_iff' depends on axioms: [propext, Classical.choice, Quot.sound]
#print axioms LindbladDarkStates.dark_state_iff
-- 'LindbladDarkStates.dark_state_iff' depends on axioms: [propext, Classical.choice, Quot.sound]
#print axioms LindbladDarkStates.compensated_qubit
-- 'LindbladDarkStates.compensated_qubit' depends on axioms: [propext, Classical.choice, Quot.sound]
```

## From the cancellation by hand to the Lean proof

`noJump_adjoint` computes $K^*$, the first place where Hermiticity is used. `generator_eq` is the gain-minus-loss form: `simp only` distributes the products and sums, and `module` compares the coefficients. `generator_pure_act` is equation (1); its local fact `r1` is the action of a rank-one matrix on a vector. `jump_balance` is equation (2), obtained by moving the adjoint across the inner product and using $K+K^*=S$. The lemmas `sum_act` and `overlap_sum` carry finite sums through the matrix action and the inner product.

In the forward half of `stationary_pure_iff`, `w` is the same orthogonal part as above, and `hvw` and `hwv` record its orthogonality to $v$ in both orders. The fact `hs` is the expectation of $G(vv^*)$ in `w`, at first as a complex sum of products. `hr` rewrites it as a sum of real squared moduli, so that non-negativity can force each term to vanish. `hj` selects the term $k=j$, `hww` gives $\langle w,w\rangle=0$, and `hw0` gives $w=0$. The tactic `choose` then collects the eigenvalues into a function `c`, equation (1) is evaluated at $x=v$, and `linear_combination` solves it for $Kv$.

In the converse half, `b` is the balance after the eigenvalue equations have been inserted. It makes the coefficient in (1) vanish, which proves `hx`: the matrix $G(vv^*)$ sends every vector to zero. Applying `hx` to the basis vectors `Pi.single j 1` shows that each matrix entry is zero.

For `dark_state_iff`, `hK` is the identity $Kv=iHv$. The real part of the balance gives `hre`, that $\mu$ has no real part, and the energy is `μ.im`. The qubit theorem is a direct computation with $2\times2$ matrices. Its last two parts each need a single component, counted from zero: component 1 of the eigenvector equation reads $i/2=0$, and entry $(1,0)$ of the generator without $H$ is $-1/2$.
